# The fermionic kernel matrix with frequencies in [−2^m, 2^m] is entrywise within 2^(−p) of a matrix of rank at most 2(m+1)p

Let τ ∈ [0,1] be imaginary time in units of the inverse temperature β, let w be frequency in units of 1/β, and take first 0 ≤ w ≤ 1. Expanding about the midpoint 1/2 and keeping two terms,

  exp(−τw) = exp(−τ/2) exp(τ(1/2 − w)) ≈ exp(−τ/2) [1 + τ(1/2 − w)].

With y = τ|1/2 − w| ≤ τ/2 ≤ 1/2 the error is at most exp(−τ/2) (y²/2) exp(y), which is below 1/4. The kernel defined below is exp(−τw) times a factor 1/(1 + exp(−w)) ≤ 1, so two fixed functions of τ approximate it on the whole interval. The kernel is unchanged under τ → 1 − τ, w → −w, so the same two functions taken at 1 − τ serve −1 ≤ w ≤ 0. This is the case m = 0, p = 2, where p counts Taylor terms and 2^m is the frequency cutoff.

In Lean 4 with Mathlib:

```lean
import Mathlib

open Finset Matrix

namespace FermionicKernelRank

noncomputable section
```

## Kernel, panels and expansion functions

The kernel is

  K(τ,w) = exp(−τw) / (1 + exp(−w)).

Spectral weights ρ_j at frequencies w_j give the Green's function G(τ) = −Σ_j K(τ,w_j) ρ_j; the code omits the sign.

```lean
/-- The fermionic imaginary-time kernel, with `τ` in units of `β` and `w` in units of `1/β`. -/
def kernel (τ w : ℝ) : ℝ := Real.exp (-(τ * w)) / (1 + Real.exp (-w))
```

Times τ_i and frequencies w_j, indexed by `I` and `J`, define K_ij = K(τ_i,w_j). The grids need no ordering or spacing.

```lean
/-- The kernel sampled on a grid of times `τ i` and a grid of frequencies `w j`. -/
def kernelMatrix {I J : Type*} (τ : I → ℝ) (w : J → ℝ) : Matrix I J ℝ :=
  Matrix.of fun i j => kernel (τ i) (w j)
```

Panel 0 is [0,1] with midpoint c_0 = 1/2. Panel l+1 is [2^l, 2^(l+1)] with midpoint c_(l+1) = (3/2)·2^l and half-width c_(l+1)/3.

```lean
/-- Midpoints of the frequency panels `[0,1], [1,2], [2,4], …`. -/
def center : ℕ → ℝ
  | 0 => 1 / 2
  | l + 1 => 3 / 2 * 2 ^ l
```

A panel with midpoint c carries the functions exp(−τc) τ^k.

```lean
/-- The `k`-th expansion function `exp(-τ c) τ^k` of the panel with midpoint `c`. -/
def panelFn (c : ℝ) (k : ℕ) (τ : ℝ) : ℝ := Real.exp (-(τ * c)) * τ ^ k
```

A label q = ((s,l),k) consists of a Boolean s, a panel l ≤ m and an order k < p, which makes 2(m+1)p functions φ_q(τ). For s true the argument is 1 − τ.

```lean
/-- The expansion functions labelled by a sign, a panel and an order; for the sign `true`
the time is reflected, `τ ↦ 1 - τ`. -/
def basisFn {m p : ℕ} (q : (Bool × Fin (m + 1)) × Fin p) (τ : ℝ) : ℝ :=
  panelFn (center q.1.2) q.2 (if q.1.1 then 1 - τ else τ)
```

## Particle-hole symmetry

  K(1−τ,−w) = exp(w) exp(−τw) / (1 + exp(w)) = exp(−τw) / (1 + exp(−w)) = K(τ,w).

The proof cross-multiplies and closes with exp(w) exp(−w) = 1, which is `h2`.

```lean
/-- Particle-hole symmetry of the kernel: `K(1 - τ, -w) = K(τ, w)`. -/
theorem kernel_reflect (τ w : ℝ) : kernel (1 - τ) (-w) = kernel τ w := by
  unfold kernel
  have h1 : Real.exp (-((1 - τ) * -w)) = Real.exp w * Real.exp (-(τ * w)) := by
    rw [← Real.exp_add]; congr 1; ring
  have h2 : Real.exp w * Real.exp (-w) = 1 := by
    rw [← Real.exp_add]; simp
  rw [h1, neg_neg, div_eq_div_iff (by positivity) (by positivity)]
  linear_combination Real.exp (-(τ * w)) * h2
```

## Taylor remainder

Since p! n! ≤ (n+p)!,

  |exp(x) − Σ_(k<p) x^k/k!| ≤ Σ_(n≥0) |x|^(n+p)/(n+p)! ≤ (|x|^p/p!) Σ_(n≥0) |x|^n/n! = (|x|^p/p!) exp(|x|).

The termwise comparison is `hb`, and `hasSum_le` sums it from below and from above.

```lean
/-- The Taylor polynomial of the exponential with `p` terms has error at most
`|x|^p / p! * exp |x|`. -/
theorem exp_taylor_bound (x : ℝ) (p : ℕ) :
    |Real.exp x - ∑ k ∈ range p, x ^ k / (k.factorial : ℝ)|
      ≤ |x| ^ p / (p.factorial : ℝ) * Real.exp |x| := by
  have hs : ∀ y : ℝ, HasSum (fun n : ℕ => y ^ n / (n.factorial : ℝ)) (Real.exp y) := by
    intro y
    rw [Real.exp_eq_exp_ℝ]
    exact NormedSpace.expSeries_div_hasSum_exp y
  have h1 := (hasSum_nat_add_iff' p).2 (hs x)
  have h2 := (hs |x|).mul_left (|x| ^ p / (p.factorial : ℝ))
  -- termwise comparison of the tail, from `p! n! ≤ (n + p)!`
  have hb : ∀ n : ℕ, |x ^ (n + p) / ((n + p).factorial : ℝ)|
      ≤ |x| ^ p / (p.factorial : ℝ) * (|x| ^ n / (n.factorial : ℝ)) := by
    intro n
    have hf : (n.factorial * p.factorial : ℕ) ≤ (n + p).factorial :=
      Nat.le_of_dvd (Nat.factorial_pos _) (Nat.factorial_mul_factorial_dvd_factorial_add n p)
    have hf' : (p.factorial : ℝ) * n.factorial ≤ (n + p).factorial := by
      rw [mul_comm]; exact_mod_cast hf
    rw [abs_div, abs_pow, Nat.abs_cast, div_mul_div_comm, ← pow_add, add_comm p n]
    exact div_le_div_of_nonneg_left (by positivity) (by positivity) hf'
  exact abs_le.2 ⟨hasSum_le (fun n => (abs_le.1 (hb n)).1) h2.neg h1,
    hasSum_le (fun n => (abs_le.1 (hb n)).2) h1 h2⟩
```

## Error on one panel

Every w ∈ [0, 2^m] has a midpoint c = c_l with l ≤ m and either |c − w| ≤ min(1/2, c) or 3|c − w| ≤ c. The induction on m places w ≤ 2^m in an earlier panel and 2^m < w ≤ 2^(m+1) in the new one.

```lean
/-- Every frequency in `[0, 2^m]` is close to one of the first `m + 1` midpoints `c`: within
both `1/2` and `c`, or within `c/3`. -/
theorem exists_panel (m : ℕ) (w : ℝ) (h0 : 0 ≤ w) (h1 : w ≤ 2 ^ m) :
    ∃ l ≤ m, (|center l - w| ≤ 1 / 2 ∧ |center l - w| ≤ center l)
      ∨ 3 * |center l - w| ≤ center l := by
  induction m with
  | zero =>
    have h : |1 / 2 - w| ≤ 1 / 2 := by
      rw [pow_zero] at h1
      exact abs_le.2 ⟨by linarith, by linarith⟩
    exact ⟨0, le_rfl, Or.inl ⟨h, h⟩⟩
  | succ m ih =>
    by_cases h : w ≤ 2 ^ m
    · obtain ⟨l, hl, hc⟩ := ih h
      exact ⟨l, hl.trans (Nat.le_succ m), hc⟩
    · refine ⟨m + 1, le_rfl, Or.inr ?_⟩
      rw [pow_succ] at h1
      have h' := not_le.1 h
      have h2 : |3 / 2 * 2 ^ m - w| ≤ 2 ^ m / 2 := abs_le.2 ⟨by linarith, by linarith⟩
      show 3 * |3 / 2 * 2 ^ m - w| ≤ 3 / 2 * 2 ^ m
      linarith
```

Set b_k = (c − w)^k / (k! (1 + exp(−w))) and y = τ|c − w|. Factoring as in `hfac`, and bounding the Fermi factor 1/(1 + exp(−w)) by 1 as in `hF`,

  |K(τ,w) − Σ_(k<p) exp(−τc) τ^k b_k| ≤ exp(−τc) (y^p/p!) exp(y).

It suffices to find z with y^p/p! ≤ 2^(−p) exp(z) and z + y ≤ τc (`hz1`, `hz2`), for then the right side is at most 2^(−p) exp(−τc + z + y) ≤ 2^(−p). In the first case y ≤ 1/2 and y ≤ τc, so z = 0 works. In the second,

  y^p/p! = 2^(−p) (2y)^p/p! ≤ 2^(−p) exp(2y),  3y ≤ τc,

so z = 2y works. On the wide panels y may be large, and the decay exp(−τc) absorbs it.

```lean
/-- If `w` is close to `c` in the sense of the panels, then for `τ ∈ [0,1]` the kernel is within
`2^(-p)` of the `p`-term Taylor expansion about `c` times the factor `1/(1 + exp(-w))`. -/
theorem panel_expansion (p : ℕ) (c w τ : ℝ) (h0 : 0 ≤ τ) (h1 : τ ≤ 1)
    (hc : (|c - w| ≤ 1 / 2 ∧ |c - w| ≤ c) ∨ 3 * |c - w| ≤ c) :
    |kernel τ w - ∑ k ∈ range p,
      panelFn c k τ * ((c - w) ^ k / (k.factorial : ℝ) / (1 + Real.exp (-w)))| ≤ (1 / 2) ^ p := by
  have hd := abs_nonneg (c - w)
  have hT := exp_taylor_bound (τ * (c - w)) p
  rw [abs_mul, abs_of_nonneg h0] at hT
  set y := τ * |c - w| with hy
  have hy0 : 0 ≤ y := mul_nonneg h0 hd
  -- the growth of the remainder is beaten by the prefactor `exp(-τ c)`
  obtain ⟨z, hz1, hz2⟩ : ∃ z, y ^ p / (p.factorial : ℝ) ≤ (1 / 2) ^ p * Real.exp z
      ∧ z + y ≤ τ * c := by
    rcases hc with ⟨ha, hb⟩ | hb
    · refine ⟨0, ?_, by nlinarith⟩
      have hf : (1 : ℝ) ≤ p.factorial := by exact_mod_cast Nat.factorial_pos p
      rw [Real.exp_zero, mul_one]
      exact (div_le_self (by positivity) hf).trans (pow_le_pow_left₀ hy0 (by nlinarith) p)
    · refine ⟨2 * y, ?_, by nlinarith⟩
      have h2 : (2 * y) ^ p / (p.factorial : ℝ) ≤ Real.exp (2 * y) := by
        apply Real.pow_div_factorial_le_exp
        linarith
      have h3 : y ^ p / (p.factorial : ℝ) = (1 / 2) ^ p * ((2 * y) ^ p / (p.factorial : ℝ)) := by
        rw [← mul_div_assoc, ← mul_pow]; congr 2; ring
      rw [h3]
      exact mul_le_mul_of_nonneg_left h2 (by positivity)
  have hexp : Real.exp (-(τ * w)) = Real.exp (-(τ * c)) * Real.exp (τ * (c - w)) := by
    rw [← Real.exp_add]; congr 1; ring
  have hfac : kernel τ w - ∑ k ∈ range p,
      panelFn c k τ * ((c - w) ^ k / (k.factorial : ℝ) / (1 + Real.exp (-w)))
      = Real.exp (-(τ * c)) / (1 + Real.exp (-w)) * (Real.exp (τ * (c - w))
        - ∑ k ∈ range p, (τ * (c - w)) ^ k / (k.factorial : ℝ)) := by
    rw [mul_sub (Real.exp (-(τ * c)) / (1 + Real.exp (-w))), Finset.mul_sum, kernel, hexp]
    congr 1
    · ring
    · refine Finset.sum_congr rfl fun k _ => ?_
      rw [panelFn, mul_pow]; ring
  have hF : Real.exp (-(τ * c)) / (1 + Real.exp (-w)) ≤ Real.exp (-(τ * c)) :=
    div_le_self (Real.exp_pos _).le (by linarith [Real.exp_pos (-w)])
  have hone : Real.exp (-(τ * c) + z + y) ≤ 1 := Real.exp_le_one_iff.2 (by linarith)
  have hpos : 0 < Real.exp (-(τ * c)) / (1 + Real.exp (-w)) := by positivity
  rw [hfac, abs_mul, abs_of_pos hpos]
  calc _ ≤ Real.exp (-(τ * c)) * ((1 / 2) ^ p * Real.exp z * Real.exp y) :=
        mul_le_mul hF (hT.trans (mul_le_mul_of_nonneg_right hz1 (Real.exp_pos _).le))
          (abs_nonneg _) (Real.exp_pos _).le
    _ = (1 / 2) ^ p * Real.exp (-(τ * c) + z + y) := by
        rw [Real.exp_add, Real.exp_add]; ring
    _ ≤ (1 / 2) ^ p := mul_le_of_le_one_right (by positivity) hone
```

## Both signs of frequency

For |w| ≤ 2^m choose the panel l of |w|, and choose s so that K(τ,w) equals the kernel at |w| with time τ or 1 − τ, both in [0,1]. The coefficients a_q equal b_k, taken at |w|, on the block (s,l) and vanish elsewhere; `hsum` collapses the sum to that block. They are fixed before τ, so

  |K(τ,w) − Σ_q φ_q(τ) a_q| ≤ 2^(−p) for all τ ∈ [0,1].

```lean
/-- For `|w| ≤ 2^m` the kernel is, uniformly in `τ ∈ [0,1]`, within `2^(-p)` of a linear
combination of the functions `basisFn`. -/
theorem kernel_expansion (m p : ℕ) (w : ℝ) (hw : |w| ≤ 2 ^ m) :
    ∃ a : (Bool × Fin (m + 1)) × Fin p → ℝ, ∀ τ, 0 ≤ τ → τ ≤ 1 →
      |kernel τ w - ∑ q, basisFn q τ * a q| ≤ (1 / 2) ^ p := by
  obtain ⟨l, hl, hc⟩ := exists_panel m |w| (abs_nonneg w) hw
  -- reflect the time when the frequency is negative
  obtain ⟨s, hs⟩ : ∃ s : Bool, ∀ τ, kernel τ w = kernel (if s then 1 - τ else τ) |w| := by
    rcases le_total 0 w with h | h
    · exact ⟨false, fun τ => by simp [abs_of_nonneg h]⟩
    · exact ⟨true, fun τ => by simp [abs_of_nonpos h, kernel_reflect]⟩
  let b : ℕ → ℝ := fun k => (center l - |w|) ^ k / (k.factorial : ℝ) / (1 + Real.exp (-|w|))
  let r : Bool × Fin (m + 1) := (s, ⟨l, Nat.lt_succ_of_le hl⟩)
  refine ⟨fun q => if q.1 = r then b q.2 else 0, fun τ h0 h1 => ?_⟩
  have hsum : ∑ q : (Bool × Fin (m + 1)) × Fin p, basisFn q τ * (if q.1 = r then b q.2 else 0)
      = ∑ k ∈ range p, panelFn (center l) k (if s then 1 - τ else τ) * b k := by
    rw [Fintype.sum_prod_type, Fintype.sum_eq_single r, Finset.sum_range]
    · exact Finset.sum_congr rfl fun k _ => by simp [basisFn, r]
    · intro x hx
      simp [hx]
  show |kernel τ w - ∑ q : (Bool × Fin (m + 1)) × Fin p,
    basisFn q τ * (if q.1 = r then b q.2 else 0)| ≤ (1 / 2) ^ p
  rw [hsum, hs τ]
  exact panel_expansion p _ _ _ (by split_ifs <;> linarith) (by split_ifs <;> linarith) hc
```

## Rank bound

With U_iq = φ_q(τ_i) and V_qj the coefficient a_q for w_j, the product A = UV has rank at most the inner dimension. The theorem `kernel_low_rank` states that for all naturals m and p, under `hτ` (times in [0,β]) and `hw` (an assumed spectral cutoff Λ = 2^m in units of 1/β), some A has rank at most 2(m+1)p and |K_ij − A_ij| ≤ ε = 2^(−p). The rank bound is 2(log₂Λ + 1) log₂(1/ε), whatever the grid sizes. Only `J` must be finite, and p = 0 gives A = 0 with |K_ij| ≤ 1. It is an upper bound, with no claim of optimality.

```lean
/-- For times in `[0,1]` and finitely many frequencies in `[-2^m, 2^m]`, the kernel matrix is
entrywise within `2^(-p)` of a matrix of rank at most `2 (m + 1) p`. -/
theorem kernel_low_rank {I J : Type*} [Fintype J] (m p : ℕ) (τ : I → ℝ) (w : J → ℝ)
    (hτ : ∀ i, 0 ≤ τ i ∧ τ i ≤ 1) (hw : ∀ j, |w j| ≤ 2 ^ m) :
    ∃ A : Matrix I J ℝ, A.rank ≤ 2 * (m + 1) * p ∧
      ∀ i j, |kernelMatrix τ w i j - A i j| ≤ (1 / 2) ^ p := by
  choose a ha using fun j => kernel_expansion m p (w j) (hw j)
  let U : Matrix I ((Bool × Fin (m + 1)) × Fin p) ℝ := Matrix.of fun i q => basisFn q (τ i)
  let V : Matrix ((Bool × Fin (m + 1)) × Fin p) J ℝ := Matrix.of fun q j => a j q
  refine ⟨U * V, ?_, fun i j => ha j (τ i) (hτ i).1 (hτ i).2⟩
  have h := (Matrix.rank_mul_le_left U V).trans (Matrix.rank_le_card_width U)
  simpa using h
```

## Nearly invisible spectral weights

If `J` has more than 2(m+1)p points, rank-nullity gives ρ ≠ 0 with Aρ = 0, and

  |(Kρ)_i| = |Σ_j (K_ij − A_ij) ρ_j| ≤ 2^(−p) Σ_j |ρ_j| for every i.

No sign or sum rule is imposed on ρ, so it is a difference of two sets of non-negative weights whose totals need not agree; a difference of two spectra obeying the same sum rule would also have Σ_j ρ_j = 0, which the theorem does not assert. With fewer times than frequencies K has an exact null vector anyway; the content is that a nearly invisible direction exists however many time points are used, and taking `I` to be all of [0,1] gives one ρ that serves every time grid. For spectra on a finite grid below a cutoff, this is one quantitative form of the ill-conditioning met when impurity-solver data are continued from imaginary time to real frequency.

```lean
/-- With more than `2 (m + 1) p` grid frequencies there is a non-zero vector of real weights, of
either sign, whose imaginary-time image is at most `2^(-p)` times their `ℓ¹` norm at every grid
time. -/
theorem nearly_invisible_spectrum {I J : Type*} [Fintype J] (m p : ℕ) (τ : I → ℝ) (w : J → ℝ)
    (hτ : ∀ i, 0 ≤ τ i ∧ τ i ≤ 1) (hw : ∀ j, |w j| ≤ 2 ^ m)
    (hJ : 2 * (m + 1) * p < Fintype.card J) :
    ∃ ρ : J → ℝ, ρ ≠ 0 ∧ ∀ i, |(kernelMatrix τ w *ᵥ ρ) i| ≤ (1 / 2) ^ p * ∑ j, |ρ j| := by
  obtain ⟨A, hr, hA⟩ := kernel_low_rank m p τ w hτ hw
  -- rank-nullity: the low-rank matrix has a null vector
  have hk : LinearMap.ker A.mulVecLin ≠ ⊥ := by
    intro h
    have h1 := LinearMap.finrank_range_add_finrank_ker A.mulVecLin
    rw [h, finrank_bot, Module.finrank_fintype_fun_eq_card] at h1
    have h2 : A.rank = Fintype.card J := (add_zero _).symm.trans h1
    omega
  obtain ⟨ρ, hρ, hρ0⟩ := (Submodule.ne_bot_iff _).1 hk
  refine ⟨ρ, hρ0, fun i => ?_⟩
  have h0 : ∑ j, A i j * ρ j = 0 := congrFun (LinearMap.mem_ker.1 hρ) i
  have h1 : (kernelMatrix τ w *ᵥ ρ) i = ∑ j, (kernelMatrix τ w i j - A i j) * ρ j := by
    simp only [sub_mul, Finset.sum_sub_distrib, h0, sub_zero]
    rfl
  rw [h1, Finset.mul_sum]
  refine (Finset.abs_sum_le_sum_abs _ _).trans (Finset.sum_le_sum fun j _ => ?_)
  rw [abs_mul]
  exact mul_le_mul_of_nonneg_right (hA i j) (abs_nonneg _)

end

end FermionicKernelRank
```

```lean
#print axioms FermionicKernelRank.kernel_low_rank
#print axioms FermionicKernelRank.nearly_invisible_spectrum
```

```
'FermionicKernelRank.kernel_low_rank' depends on axioms: [propext, Classical.choice, Quot.sound]
'FermionicKernelRank.nearly_invisible_spectrum' depends on axioms: [propext, Classical.choice, Quot.sound]
```

## Entrywise error versus singular values

Measuring K − A in the spectral norm would turn the claim into one about singular values. It needs a finite time grid, and for N times and M frequencies the Frobenius norm would bound every singular value beyond the first 2(m+1)p by 2^(−p) √(NM), a consequence that the code above does not prove. That form depends on the grid sizes, whereas the entrywise error pairs with Σ_j |ρ_j| and does not.
